# Overlapping clamped fragments bound the classical harmonic configurational free energy from above

**Q:** The claim: a finite classical harmonic system has positive definite force-constant matrix $M$ and coordinates split into blocks $A$, $B$, $C$. Fragments $AB$ and $BC$ share $B$. Let $F$ be the configurational free energy of the whole system, and let a subscript name the coordinates that move while all others are clamped at equilibrium. Then $F_{AB}+F_{BC}-F_B\ge F$, with equality exactly when $(M^{-1})_{AC}=0$. What does that condition mean physically?

**A:** At thermal energy $kT$ the displacement covariance is $kT\,M^{-1}$, so the estimate is exact when displacements in $A$ and $C$ are uncorrelated. The Gaussian configuration integral over $n$ coordinates gives $F=\frac{kT}{2}[\ln\det M-n\ln(2\pi kT)]$. In the combination above the temperature terms cancel, since $(n_A+n_B)+(n_B+n_C)-n_B=n$. What remains to show is

$$\det M\,\det M_B\le\det M_{AB}\,\det M_{BC}.$$

**Q:** Surely it is enough that no spring joins $A$ to $C$?

**A:** No. Take one coordinate per block, ordered $B,A,C$:

$$M=\begin{pmatrix}2&1&1\\1&2&0\\1&0&2\end{pmatrix}.$$

Here $\det M\det M_B=4\cdot2=8$, but $\det M_{AB}\det M_{BC}=3\cdot3=9$. The estimate is too high by $\frac{kT}{2}\ln\frac98\approx0.059\,kT$, because $B$ transmits a coupling. Set $M_{AC}=M_{CA}=\frac12$ and that coupling is cancelled: $\det M=\frac92$, and both sides are 9.

**Q:** Derive it in general.

**A:** Write $R=A\cup C$ and eliminate $B$: $S=M_{RR}-M_{RB}M_B^{-1}M_{BR}$. With $G=(M^{-1})_{RR}$, the two block equations
$$M_B(M^{-1})_{BR}+M_{BR}G=0,\qquad M_{RB}(M^{-1})_{BR}+M_{RR}G=1$$
give $SG=1$. So $S=G^{-1}$ is positive definite. Block elimination also gives
$$\det M=\det M_B\det S,\quad \det M_{AB}=\det M_B\det S_A,\quad \det M_{BC}=\det M_B\det S_C.$$
Dividing by $(\det M_B)^2$ leaves Fischer's inequality, $\det S\le\det S_A\det S_C$.

Let $X=S_{AC}$. Choose $V,W$ with $V^\dagger S_AV=1$ and $W^\dagger S_CW=1$ (the columns are orthonormal eigenvectors, each divided by the square root of its eigenvalue), and set $K=V^\dagger XW$. Since $S_A^{-1}=VV^\dagger$,
$$W^\dagger(S_C-X^\dagger S_A^{-1}X)W=1-K^\dagger K,$$
which is positive definite. Taking determinants, $\det S=\det S_A\det S_C\det(1-K^\dagger K)$. Each eigenvalue satisfies $\lambda\le e^{\lambda-1}$, hence
$$\det(1-K^\dagger K)\le e^{-\sum_{ij}|K_{ji}|^2}\le1.$$
Equality forces $K=0$, so $X=0$; conversely $X=0$ gives equality. Finally, $SG=1$ contains $S_AG_{AC}+XG_C=0$ with $S_A$ and $G_C$ invertible, so $X=0$ exactly when $G_{AC}=(M^{-1})_{AC}=0$.

**Q:** Does the Lean statement say this about actual fragments?

**A:** The index type `b ⊕ (a ⊕ c)` puts the shared block first. `fragment M Sum.inl` is $M_{AB}$, `fragment M Sum.inr` is $M_{BC}$, `M.toBlocks₁₁` is $M_B$, and `(M⁻¹).toBlocks₂₂.toBlocks₁₂` is $(M^{-1})_{AC}$. The determinant theorem allows real or complex entries; the free-energy theorem is real and assumes `0 < kT`, with `kT` a single variable.

Each fragment is cut from the full $M$, which means the remaining coordinates are clamped at equilibrium. Force constants recomputed for a separate, capped molecule generally differ, and the theorem does not cover them. Positive definiteness means stability without zero modes, so free translations and rotations must be removed first. The free energy is defined by its closed form; the integral is not derived.

```lean
import Mathlib

open Matrix
open scoped ComplexOrder

namespace OverlappingHarmonicFragments

noncomputable section

variable {𝕜 : Type*} [RCLike 𝕜]
variable {m n k a b c : Type*} [Fintype m] [Fintype n] [Fintype k] [Fintype a] [Fintype b]
  [Fintype c] [DecidableEq m] [DecidableEq n] [DecidableEq k] [DecidableEq a] [DecidableEq b]
  [DecidableEq c]

/-- The Schur complement: the effective matrix of the second block after the first block has been
eliminated. This meaning requires the first diagonal block to be invertible; the formula itself is
defined for every matrix. -/
def schur (M : Matrix (m ⊕ n) (m ⊕ n) 𝕜) : Matrix n n 𝕜 :=
  M.toBlocks₂₂ - M.toBlocks₂₁ * M.toBlocks₁₁⁻¹ * M.toBlocks₁₂

/-- For injective `f`, the fragment made of the whole first block and those sites of the second
block that `f` selects. -/
def fragment (M : Matrix (m ⊕ n) (m ⊕ n) 𝕜) (f : k → n) : Matrix (m ⊕ k) (m ⊕ k) 𝕜 :=
  M.submatrix (Sum.map id f) (Sum.map id f)

/-- The classical configurational free energy of coupled harmonic oscillators with positive
definite force-constant matrix `K` at thermal energy `kT > 0`. -/
def harmonicFreeEnergy (kT : ℝ) (K : Matrix n n ℝ) : ℝ :=
  kT / 2 * (Real.log K.det - Fintype.card n * Real.log (2 * Real.pi * kT))
```

**Q:** And the proof follows your derivation?

**A:** Yes. First, principal submatrices stay positive definite: selecting coordinates is a congruence by an injective matrix.

```lean
omit [DecidableEq m] in
/-- A matrix with a left inverse acts injectively on vectors. -/
lemma mulVec_injective {L : Matrix n m 𝕜} {T : Matrix m n 𝕜} (h : L * T = 1) :
    Function.Injective T.mulVec :=
  Function.LeftInverse.injective (g := L.mulVec)
    (fun x => by rw [Matrix.mulVec_mulVec, h, Matrix.one_mulVec])

/-- Selecting distinct sites of a positive definite matrix gives a positive definite matrix. -/
lemma principal_posDef {M : Matrix n n 𝕜} (hM : M.PosDef) {f : k → n}
    (hf : Function.Injective f) : (M.submatrix f f).PosDef := by
  have key : ∀ N : Matrix n n 𝕜, ((1 : Matrix n n 𝕜).submatrix id f)ᴴ * N *
      (1 : Matrix n n 𝕜).submatrix id f = N.submatrix f f := by
    intro N
    rw [Matrix.conjTranspose_submatrix, Matrix.conjTranspose_one]
    ext i j
    simp [Matrix.mul_apply, Matrix.one_apply]
  have h1 := key 1
  rw [Matrix.mul_one, Matrix.submatrix_one f hf] at h1
  rw [← key M]
  exact hM.conjTranspose_mul_mul_same (mulVec_injective h1)
```

Next come the normal coordinates $V,W$ and the eigenvalue bound on the determinant.

```lean
/-- Normal coordinates: a positive definite matrix becomes the identity under a suitable
congruence. -/
theorem exists_normal_coordinates {Q : Matrix n n 𝕜} (hQ : Q.PosDef) :
    ∃ W : Matrix n n 𝕜, Wᴴ * Q * W = 1 := by
  have h := hQ.isHermitian
  let U : Matrix n n 𝕜 := Matrix.of fun i j => (h.eigenvectorBasis j).ofLp i
  let L : Matrix n n 𝕜 := Matrix.diagonal fun i => (h.eigenvalues i : 𝕜)
  let D : Matrix n n 𝕜 := Matrix.diagonal fun i => (((√(h.eigenvalues i))⁻¹ : ℝ) : 𝕜)
  have hU : Uᴴ * U = 1 := by
    ext i j
    have ho := orthonormal_iff_ite.mp h.eigenvectorBasis.orthonormal i j
    rw [PiLp.inner_apply] at ho
    rw [Matrix.one_apply, ← ho, Matrix.mul_apply]
    refine Finset.sum_congr rfl fun l _ => ?_
    simp [U, RCLike.inner_apply, mul_comm]
  have hQU : Q * U = U * L := by
    ext i j
    rw [Matrix.mul_diagonal]
    refine (congrFun (h.mulVec_eigenvectorBasis j) i).trans ?_
    simp [U, RCLike.real_smul_eq_coe_mul, mul_comm]
  have hD : Dᴴ = D := by
    rw [Matrix.diagonal_conjTranspose]
    congr 1
    funext i
    simp
  have key : ∀ s l : ℝ, s ≠ 0 → s * s = l → s⁻¹ * l * s⁻¹ = 1 := by
    rintro s _ hs rfl
    field_simp
  refine ⟨U * D, ?_⟩
  calc (U * D)ᴴ * Q * (U * D) = D * (Uᴴ * (Q * U)) * D := by
        rw [Matrix.conjTranspose_mul, hD]; simp only [Matrix.mul_assoc]
    _ = D * L * D := by rw [hQU, ← Matrix.mul_assoc Uᴴ, hU, Matrix.one_mul]
    _ = 1 := by
        simp only [D, L, Matrix.diagonal_mul_diagonal]
        rw [← Matrix.diagonal_one]
        congr 1
        funext i
        have hp := hQ.eigenvalues_pos i
        exact_mod_cast key _ _ (Real.sqrt_pos.2 hp).ne' (Real.mul_self_sqrt hp.le)

/-- The determinant of a positive definite matrix of size `n` is at most `exp (tr N - n)`. -/
theorem det_le_exp_trace {N : Matrix n n 𝕜} (hN : N.PosDef) :
    N.det ≤ ((Real.exp (RCLike.re N.trace - Fintype.card n) : ℝ) : 𝕜) := by
  have h := hN.isHermitian
  have ht : RCLike.re N.trace = ∑ i, h.eigenvalues i := by
    rw [h.trace_eq_sum_eigenvalues]; simp
  have hb : ∏ i, h.eigenvalues i ≤ Real.exp (RCLike.re N.trace - Fintype.card n) := by
    calc ∏ i, h.eigenvalues i ≤ ∏ i, Real.exp (h.eigenvalues i - 1) :=
          Finset.prod_le_prod (fun i _ => (hN.eigenvalues_pos i).le)
            (fun i _ => by linarith [Real.add_one_le_exp (h.eigenvalues i - 1)])
      _ = _ := by rw [← Real.exp_sum, ht]; simp [Finset.sum_sub_distrib]
  rw [h.det_eq_prod_eigenvalues, ← RCLike.ofReal_prod, RCLike.le_iff_re_im]
  simpa only [RCLike.ofReal_re, RCLike.ofReal_im, and_true] using hb
```

The block equations then yield $SG=1$ and, with it, positivity of $S$. The determinant factorisation comes from Mathlib's formula for the determinant of a block matrix.

```lean
/-- The second block column of the identity `M N = 1`, written out in blocks. -/
lemma blocks_of_mul_eq_one {M N : Matrix (m ⊕ n) (m ⊕ n) 𝕜} (h : M * N = 1) :
    M.toBlocks₁₁ * N.toBlocks₁₂ + M.toBlocks₁₂ * N.toBlocks₂₂ = 0 ∧
    M.toBlocks₂₁ * N.toBlocks₁₂ + M.toBlocks₂₂ * N.toBlocks₂₂ = 1 := by
  rw [← Matrix.fromBlocks_toBlocks M, ← Matrix.fromBlocks_toBlocks N,
    Matrix.fromBlocks_multiply, ← Matrix.fromBlocks_one, Matrix.fromBlocks_inj] at h
  exact ⟨h.2.1, h.2.2.2⟩

/-- For positive definite `M`, the Schur complement is inverse to the second diagonal block of
`M⁻¹`. -/
theorem schur_mul_inv_block {M : Matrix (m ⊕ n) (m ⊕ n) 𝕜} (hM : M.PosDef) :
    schur M * (M⁻¹).toBlocks₂₂ = 1 := by
  have hA : M.toBlocks₁₁.PosDef := principal_posDef hM Sum.inl_injective
  have hi := Matrix.nonsing_inv_mul M.toBlocks₁₁ hA.det_pos.ne'.isUnit
  obtain ⟨h1, h2⟩ := blocks_of_mul_eq_one (Matrix.mul_nonsing_inv M hM.det_pos.ne'.isUnit)
  have e : M.toBlocks₁₁⁻¹ * M.toBlocks₁₂ * (M⁻¹).toBlocks₂₂ = -(M⁻¹).toBlocks₁₂ := by
    have h3 := congrArg (fun Z => M.toBlocks₁₁⁻¹ * Z) h1
    simp only [Matrix.mul_add, ← Matrix.mul_assoc, hi, Matrix.one_mul, Matrix.mul_zero] at h3
    exact eq_neg_of_add_eq_zero_right h3
  rw [schur, Matrix.sub_mul, Matrix.mul_assoc M.toBlocks₂₁, Matrix.mul_assoc M.toBlocks₂₁, e,
    Matrix.mul_neg, sub_neg_eq_add, add_comm]
  exact h2

/-- Eliminating a block of a positive definite matrix leaves a positive definite matrix. -/
lemma schur_posDef {M : Matrix (m ⊕ n) (m ⊕ n) 𝕜} (hM : M.PosDef) : (schur M).PosDef := by
  have hG : (M⁻¹).toBlocks₂₂.PosDef := principal_posDef hM.inv Sum.inr_injective
  rw [← Matrix.inv_eq_left_inv (schur_mul_inv_block hM)]
  exact hG.inv

/-- The determinant of a positive definite matrix factors into that of the eliminated block and
that of the Schur complement. -/
lemma det_eq_mul_schur {M : Matrix (m ⊕ n) (m ⊕ n) 𝕜} (hM : M.PosDef) :
    M.det = M.toBlocks₁₁.det * (schur M).det := by
  have hA : M.toBlocks₁₁.PosDef := principal_posDef hM Sum.inl_injective
  let := Matrix.invertibleOfIsUnitDet M.toBlocks₁₁ hA.det_pos.ne'.isUnit
  have h := Matrix.det_fromBlocks₁₁ M.toBlocks₁₁ M.toBlocks₁₂ M.toBlocks₂₁ M.toBlocks₂₂
  rw [Matrix.fromBlocks_toBlocks, Matrix.invOf_eq_nonsing_inv] at h
  exact h
```

Fischer's inequality follows. Its `K` is the scaled coupling above, whereas in `harmonicFreeEnergy` the same letter is the force-constant matrix. `hN` is the displayed identity for $1-K^\dagger K$, `hdet` is the factorisation of $\det S$ obtained from it, and `htr` turns the trace into the sum of squares.

```lean
/-- Fischer's inequality: the determinant of a positive definite matrix is at most the product of
those of its two diagonal blocks, with equality exactly when the blocks are uncoupled. -/
theorem fischer {S : Matrix (a ⊕ c) (a ⊕ c) 𝕜} (hS : S.PosDef) :
    S.det ≤ S.toBlocks₁₁.det * S.toBlocks₂₂.det ∧
    (S.det = S.toBlocks₁₁.det * S.toBlocks₂₂.det ↔ S.toBlocks₁₂ = 0) := by
  have hP : S.toBlocks₁₁.PosDef := principal_posDef hS Sum.inl_injective
  have hQ : S.toBlocks₂₂.PosDef := principal_posDef hS Sum.inr_injective
  obtain ⟨V, hV⟩ := exists_normal_coordinates hP
  obtain ⟨W, hW⟩ := exists_normal_coordinates hQ
  have hX : S.toBlocks₂₁ = S.toBlocks₁₂ᴴ := by
    ext i j
    exact (hS.isHermitian.apply (Sum.inr i) (Sum.inl j)).symm
  have hVP : V * Vᴴ * S.toBlocks₁₁ = 1 := by
    rw [Matrix.mul_assoc]; exact mul_eq_one_comm.mp hV
  -- in normal coordinates only the scaled coupling `K` is left
  obtain ⟨K, hK⟩ : ∃ K, K = Vᴴ * S.toBlocks₁₂ * W := ⟨_, rfl⟩
  have hN : Wᴴ * schur S * W = 1 - Kᴴ * K := by
    rw [schur, hX, Matrix.inv_eq_left_inv hVP, Matrix.mul_sub, Matrix.sub_mul, hW, hK]
    simp only [Matrix.conjTranspose_mul, Matrix.conjTranspose_conjTranspose, Matrix.mul_assoc]
  have hNpos : (1 - Kᴴ * K).PosDef := by
    rw [← hN]
    exact (schur_posDef hS).conjTranspose_mul_mul_same (mulVec_injective hW)
  have hdet : S.det = S.toBlocks₁₁.det * S.toBlocks₂₂.det * (1 - Kᴴ * K).det := by
    have h1 := congrArg Matrix.det hW
    have h2 := congrArg Matrix.det hN
    rw [Matrix.det_mul, Matrix.det_mul, Matrix.det_one] at h1
    rw [Matrix.det_mul, Matrix.det_mul] at h2
    rw [det_eq_mul_schur hS]
    linear_combination S.toBlocks₁₁.det * S.toBlocks₂₂.det * h2
      - S.toBlocks₁₁.det * (schur S).det * h1
  have hpos : 0 < S.toBlocks₁₁.det * S.toBlocks₂₂.det := mul_pos hP.det_pos hQ.det_pos
  have htr : RCLike.re (1 - Kᴴ * K).trace - Fintype.card c = -∑ i, ∑ j, ‖K j i‖ ^ 2 := by
    have h1 : (Kᴴ * K).trace = ((∑ i, ∑ j, ‖K j i‖ ^ 2 : ℝ) : 𝕜) := by
      simp [Matrix.trace, Matrix.mul_apply, RCLike.conj_mul]
    rw [Matrix.trace_sub, Matrix.trace_one, h1, map_sub, RCLike.ofReal_re, RCLike.natCast_re]
    ring
  have hb := det_le_exp_trace hNpos
  rw [htr] at hb
  have ht0 : 0 ≤ ∑ i, ∑ j, ‖K j i‖ ^ 2 := by positivity
  have hle : (1 - Kᴴ * K).det ≤ 1 := by
    refine hb.trans ?_
    rw [RCLike.le_iff_re_im]
    simpa using ht0
  refine ⟨?_, fun h => ?_, fun h => ?_⟩
  · rw [hdet]
    simpa only [mul_one] using mul_le_mul_of_nonneg_left hle hpos.le
  · -- equality leaves no room for any coupling
    have h1 : (1 - Kᴴ * K).det = 1 :=
      mul_left_cancel₀ hpos.ne' (by rw [← hdet, h, mul_one])
    rw [h1, RCLike.le_iff_re_im] at hb
    have h2 : 1 ≤ Real.exp (-∑ i, ∑ j, ‖K j i‖ ^ 2) := by
      simpa only [RCLike.one_re, RCLike.ofReal_re] using hb.1
    have h3 : ∑ i, ∑ j, ‖K j i‖ ^ 2 = 0 := by linarith [Real.one_le_exp_iff.mp h2]
    have hK0 : K = 0 := by
      ext j i
      have h4 := (Finset.sum_eq_zero_iff_of_nonneg (fun i _ => by positivity)).mp h3 i
        (Finset.mem_univ i)
      have h5 := (Finset.sum_eq_zero_iff_of_nonneg (fun j _ => by positivity)).mp h4 j
        (Finset.mem_univ j)
      simpa using h5
    calc S.toBlocks₁₂ = S.toBlocks₁₁ * (V * Vᴴ) * S.toBlocks₁₂ * (W * (Wᴴ * S.toBlocks₂₂)) := by
          rw [mul_eq_one_comm.mp hVP, mul_eq_one_comm.mp hW, Matrix.one_mul, Matrix.mul_one]
      _ = S.toBlocks₁₁ * V * K * (Wᴴ * S.toBlocks₂₂) := by
          rw [hK]; simp only [Matrix.mul_assoc]
      _ = 0 := by rw [hK0, Matrix.mul_zero, Matrix.zero_mul]
  · rw [hdet, hK, h]
    simp
```

`det_fragment` gives the factorisations of $\det M_{AB}$ and $\det M_{BC}$. Its step `hs` says that eliminating $B$ and then selecting $A$ or $C$ agrees with eliminating $B$ inside the fragment. In the main theorem, `hinv` transfers the vanishing block from $S$ to $M^{-1}$.

```lean
/-- For a positive definite matrix, the determinant of a fragment factors through the shared block
and the selected part of the Schur complement. -/
lemma det_fragment {M : Matrix (m ⊕ n) (m ⊕ n) 𝕜} (hM : M.PosDef) {f : k → n}
    (hf : Function.Injective f) :
    (fragment M f).det = M.toBlocks₁₁.det * ((schur M).submatrix f f).det := by
  have hF : (fragment M f).PosDef :=
    principal_posDef hM (Sum.map_injective.2 ⟨Function.injective_id, hf⟩)
  have hs : schur (fragment M f) = (schur M).submatrix f f := by
    ext i j
    rfl
  rw [det_eq_mul_schur hF, hs]
  rfl

/-- For a positive definite matrix with blocks B, A, C, `det M det M_B ≤ det M_AB det M_BC`, with
equality exactly when the A,C block of the inverse of `M` vanishes. -/
theorem det_overlapping_fragments {M : Matrix (b ⊕ (a ⊕ c)) (b ⊕ (a ⊕ c)) 𝕜} (hM : M.PosDef) :
    M.det * M.toBlocks₁₁.det ≤ (fragment M Sum.inl).det * (fragment M Sum.inr).det ∧
    (M.det * M.toBlocks₁₁.det = (fragment M Sum.inl).det * (fragment M Sum.inr).det ↔
      (M⁻¹).toBlocks₂₂.toBlocks₁₂ = 0) := by
  have hB : M.toBlocks₁₁.PosDef := principal_posDef hM Sum.inl_injective
  have hS := schur_posDef hM
  have hP : (schur M).toBlocks₁₁.PosDef := principal_posDef hS Sum.inl_injective
  obtain ⟨hle, heq⟩ := fischer hS
  have hAB : (fragment M Sum.inl).det = M.toBlocks₁₁.det * (schur M).toBlocks₁₁.det :=
    det_fragment hM Sum.inl_injective
  have hBC : (fragment M Sum.inr).det = M.toBlocks₁₁.det * (schur M).toBlocks₂₂.det :=
    det_fragment hM Sum.inr_injective
  have hpos : 0 < M.toBlocks₁₁.det * M.toBlocks₁₁.det := mul_pos hB.det_pos hB.det_pos
  have hl : M.det * M.toBlocks₁₁.det =
      M.toBlocks₁₁.det * M.toBlocks₁₁.det * (schur M).det := by
    rw [det_eq_mul_schur hM]; ring
  have hr : (fragment M Sum.inl).det * (fragment M Sum.inr).det = M.toBlocks₁₁.det *
      M.toBlocks₁₁.det * ((schur M).toBlocks₁₁.det * (schur M).toBlocks₂₂.det) := by
    rw [hAB, hBC]; ring
  -- the coupling of A and C vanishes in the Schur complement iff it vanishes in the inverse
  obtain ⟨h1, h2⟩ := blocks_of_mul_eq_one (schur_mul_inv_block hM)
  have hinv : (schur M).toBlocks₁₂ = 0 ↔ (M⁻¹).toBlocks₂₂.toBlocks₁₂ = 0 := by
    constructor
    · intro h
      rw [h, Matrix.zero_mul, add_zero] at h1
      rw [← Matrix.one_mul (M⁻¹).toBlocks₂₂.toBlocks₁₂,
        ← Matrix.nonsing_inv_mul (schur M).toBlocks₁₁ hP.det_pos.ne'.isUnit,
        Matrix.mul_assoc, h1, Matrix.mul_zero]
    · intro h
      rw [h, Matrix.mul_zero, zero_add] at h1 h2
      rw [← Matrix.mul_one (schur M).toBlocks₁₂, ← mul_eq_one_comm.mp h2,
        ← Matrix.mul_assoc, h1, Matrix.zero_mul]
  rw [hl, hr, ← hinv, ← heq]
  exact ⟨mul_le_mul_of_nonneg_left hle hpos.le,
    fun h => mul_left_cancel₀ hpos.ne' h, fun h => by rw [h]⟩
```

**Q:** Where does the free energy enter?

**A:** Last. `key` cancels the temperature terms; monotonicity of the logarithm gives the bound, and its injectivity on positive numbers gives the equality criterion. For fragment methods in simulation, this identifies the sign of the overlap error within the clamped, classical harmonic model.

```lean
/-- At positive temperature and for positive definite force constants, the overlapping-fragment
free energy `F_AB + F_BC - F_B` is an upper bound to the harmonic free energy, and it is exact
precisely when the A,C block of the inverse force-constant matrix vanishes. -/
theorem freeEnergy_overlapping_fragments {M : Matrix (b ⊕ (a ⊕ c)) (b ⊕ (a ⊕ c)) ℝ}
    (hM : M.PosDef) {kT : ℝ} (hT : 0 < kT) :
    harmonicFreeEnergy kT M ≤ harmonicFreeEnergy kT (fragment M Sum.inl) +
      harmonicFreeEnergy kT (fragment M Sum.inr) - harmonicFreeEnergy kT M.toBlocks₁₁ ∧
    (harmonicFreeEnergy kT M = harmonicFreeEnergy kT (fragment M Sum.inl) +
      harmonicFreeEnergy kT (fragment M Sum.inr) - harmonicFreeEnergy kT M.toBlocks₁₁ ↔
      (M⁻¹).toBlocks₂₂.toBlocks₁₂ = 0) := by
  have hB : 0 < M.toBlocks₁₁.det :=
    (principal_posDef hM Sum.inl_injective : M.toBlocks₁₁.PosDef).det_pos
  have hAB : 0 < (fragment M Sum.inl).det := (principal_posDef hM
    (Sum.map_injective.2 ⟨Function.injective_id, Sum.inl_injective⟩)).det_pos
  have hBC : 0 < (fragment M Sum.inr).det := (principal_posDef hM
    (Sum.map_injective.2 ⟨Function.injective_id, Sum.inr_injective⟩)).det_pos
  have hD : 0 < M.det := hM.det_pos
  obtain ⟨hle, heq⟩ := det_overlapping_fragments hM
  -- the temperature terms cancel because the overlap is subtracted once
  have key : harmonicFreeEnergy kT (fragment M Sum.inl) +
      harmonicFreeEnergy kT (fragment M Sum.inr) - harmonicFreeEnergy kT M.toBlocks₁₁ -
      harmonicFreeEnergy kT M = kT / 2 * (Real.log ((fragment M Sum.inl).det *
        (fragment M Sum.inr).det) - Real.log (M.det * M.toBlocks₁₁.det)) := by
    rw [Real.log_mul hAB.ne' hBC.ne', Real.log_mul hD.ne' hB.ne']
    simp only [harmonicFreeEnergy, Fintype.card_sum, Nat.cast_add]
    ring
  have hlog := Real.log_le_log (mul_pos hD hB) hle
  refine ⟨?_, ?_⟩
  · have h := mul_nonneg (half_pos hT).le (sub_nonneg.2 hlog)
    linarith
  · rw [← heq]
    constructor
    · intro h
      rw [← h, sub_self] at key
      have h0 := (mul_eq_zero.mp key.symm).resolve_left (half_pos hT).ne'
      exact Real.log_injOn_pos (mul_pos hD hB) (mul_pos hAB hBC) (sub_eq_zero.mp h0).symm
    · intro h
      rw [h, sub_self, mul_zero] at key
      linarith

end

end OverlappingHarmonicFragments
```

```lean
#print axioms OverlappingHarmonicFragments.freeEnergy_overlapping_fragments
-- 'OverlappingHarmonicFragments.freeEnergy_overlapping_fragments' depends on axioms: [propext, Classical.choice, Quot.sound]
```
